# Continuously differentiable spin potentials on the plane have an energy density exactly when their cross derivatives agree

I wrote down a very simple pair of model potentials for the two spin channels: \(v_a(a,b)=b\) and \(v_b(a,b)=0\), where \(a\) and \(b\) are the two spin densities at a point. Now I can't assign an energy. If I build up \(a\) first and then \(b\), the accumulated energy density is \(0\). If I build up \(b\) first, it is \(ab\). If I scale both up together, it is \(ab/2\). How can I tell from the potentials alone whether there is an energy density behind them, and when there is one, which of these routes gives it?

## The cross derivatives decide, and then uniform scaling gives the energy

Your pair has \(\partial v_a/\partial b = 1\) and \(\partial v_b/\partial a = 0\), and this mismatch is the whole trouble. For potentials that are continuously differentiable on \(\mathbb{R}^2\), a differentiable \(E(a,b)\) with \(\partial E/\partial a=v_a\) and \(\partial E/\partial b=v_b\) exists if and only if

\[
\frac{\partial v_a}{\partial b}=\frac{\partial v_b}{\partial a}\quad\text{everywhere},
\]

and every such \(E\) satisfies

\[
E(a,b)-E(0,0)=\int_0^1\bigl[a\,v_a(ta,tb)+b\,v_b(ta,tb)\bigr]\,dt .
\]

This bears on Kohn–Sham potentials that are modelled directly instead of being derived from a functional, provided that they depend only on the local spin densities and are smooth in the above sense.

**An energy density forces the condition.** The differential of \(E\) is \(v_a\,da+v_b\,db\). Since \(v_a\) and \(v_b\) are differentiable, \(E\) has a second derivative, which is symmetric:

\[
\frac{\partial v_a}{\partial b}=\frac{\partial^2E}{\partial b\,\partial a}=\frac{\partial^2E}{\partial a\,\partial b}=\frac{\partial v_b}{\partial a}.
\]

**The energy follows from scaling.** Fix \((a,b)\) and put \(g(t)=E(ta,tb)\). The chain rule gives \(g'(t)=a\,v_a(ta,tb)+b\,v_b(ta,tb)\). This is continuous in \(t\), so integrating from \(0\) to \(1\) gives \(g(1)-g(0)=E(a,b)-E(0,0)\), which is the formula. When an energy density exists, your other two routes give the same difference, because each of them also adds up the change of \(E\) from \((0,0)\) to \((a,b)\).

**The condition is enough.** Define \(R(a,b)\) as the integral on the right of the formula. Its integrand has continuous derivatives in \(a\) and \(b\), which are bounded for \(t\in[0,1]\) and densities near a given point, so we may differentiate under the integral. With all potentials and their derivatives taken at \((ta,tb)\), the \(a\)-derivative of the integrand is

\[
v_a+ta\,\frac{\partial v_a}{\partial a}+tb\,\frac{\partial v_b}{\partial a}
= v_a+t\Bigl(a\,\frac{\partial v_a}{\partial a}+b\,\frac{\partial v_a}{\partial b}\Bigr)
=\frac{d}{dt}\bigl[t\,v_a(ta,tb)\bigr].
\]

The first equality uses the cross condition. Integration leaves \(\partial R/\partial a=v_a(a,b)\). In the same way,

\[
v_b+ta\,\frac{\partial v_a}{\partial b}+tb\,\frac{\partial v_b}{\partial b}
=\frac{d}{dt}\bigl[t\,v_b(ta,tb)\bigr],
\]

so \(\partial R/\partial b=v_b(a,b)\). Both partial derivatives are continuous, hence \(R\) is differentiable and is an energy density for the pair.

**Linear potentials.** For \(v_a=k_{aa}a+k_{ab}b\) and \(v_b=k_{ba}a+k_{bb}b\), with constant response coefficients \(k\), the condition reads \(k_{ab}=k_{ba}\): the response of one spin potential to the opposite density must be the same in both directions. Your example has \(k_{ab}=1\) and \(k_{ba}=0\).

## Densities, potentials and derivatives in Lean

A point `p : ℝ × ℝ` is the pair \((a,b)\), usually written \((n_\uparrow,n_\downarrow)\), with `p.1` and `p.2` as its components. The functions `va` and `vb` are the two spin potentials. `E` is an energy per volume as a function of two numbers, not the total energy functional for which the letter is often used.

The Fréchet derivative `fderiv ℝ va p` is the linear response of `va` at `p`. Applied to `(0, 1)` it gives \(\partial v_a/\partial b\), and applied to `(1, 0)` it gives \(\partial v_a/\partial a\). The predicate `IsEnergyDensity E va vb` says that `E` is differentiable everywhere and has the two potentials as its partial derivatives. Differentiability is stated separately because `fderiv` returns zero where a function has no derivative.

The hypotheses `ContDiff ℝ 1 va` and `ContDiff ℝ 1 vb` say that the potentials are continuously differentiable on the whole plane. Under them, `spin_potentials_integrable_iff` states the equivalence and, for every energy density, the integral formula. The value \(E(0,0)\) stays free; the usual physical choice is zero energy at zero density. `linear_potentials_integrable_iff` is the statement about \(k_{ab}\) and \(k_{ba}\).

The potentials of common density functionals can fall outside these hypotheses. Real spin densities are non-negative, and in three dimensions the exchange potential of the local spin-density approximation goes as the cube root of the density of the same spin. The slope of this root diverges at zero density, so the smoothness hypothesis fails there. Potentials that depend on density gradients or orbitals are of a different type from `va` and `vb`.

```lean
import Mathlib

open MeasureTheory Set

namespace SpinPotentialIntegrability

noncomputable section

/-- The differential form `va da + vb db` at the pair of spin densities `p = (a, b)`. -/
def potentialForm (va vb : ℝ × ℝ → ℝ) (p : ℝ × ℝ) : ℝ × ℝ →L[ℝ] ℝ :=
  va p • ContinuousLinearMap.fst ℝ ℝ ℝ + vb p • ContinuousLinearMap.snd ℝ ℝ ℝ

/-- `E` is a differentiable energy density whose partial derivatives with respect to the two
spin densities are the potentials `va` and `vb`. -/
def IsEnergyDensity (E va vb : ℝ × ℝ → ℝ) : Prop :=
  Differentiable ℝ E ∧ ∀ p, fderiv ℝ E p (1, 0) = va p ∧ fderiv ℝ E p (0, 1) = vb p

/-- The integral of the potentials along the ray that scales both spin densities
from zero to their values in `p`. -/
def rayEnergy (va vb : ℝ × ℝ → ℝ) (p : ℝ × ℝ) : ℝ :=
  ∫ t in (0 : ℝ)..1, (p.1 * va (t • p) + p.2 * vb (t • p))

/-- A linear response to a change `h` of the spin densities is the sum of the responses
to its two components. -/
theorem response_eq (L : ℝ × ℝ →L[ℝ] ℝ) (h : ℝ × ℝ) :
    L h = h.1 * L (1, 0) + h.2 * L (0, 1) := by
  have e : h = h.1 • ((1, 0) : ℝ × ℝ) + h.2 • ((0, 1) : ℝ × ℝ) := by
    ext <;> simp
  calc L h = L (h.1 • ((1, 0) : ℝ × ℝ) + h.2 • ((0, 1) : ℝ × ℝ)) := congrArg L e
    _ = _ := by rw [map_add, map_smul, map_smul, smul_eq_mul, smul_eq_mul]

/-- Chain rule along the scaling ray: a differentiable function of the spin densities changes
with the scaling parameter at the rate given by its differential applied to `p`. -/
theorem hasDerivAt_ray {f : ℝ × ℝ → ℝ} (hf : Differentiable ℝ f) (p : ℝ × ℝ) (t : ℝ) :
    HasDerivAt (fun s : ℝ => f (s • p)) (fderiv ℝ f (t • p) p) t := by
  have hp : HasDerivAt (fun s : ℝ => s • p) p t := by
    simpa using (hasDerivAt_id' t).smul_const p
  exact (hf (t • p)).hasFDerivAt.comp_hasDerivAt t hp

/-- The differential of an energy density is `va da + vb db`. -/
theorem IsEnergyDensity.hasFDerivAt {E va vb : ℝ × ℝ → ℝ} (hE : IsEnergyDensity E va vb)
    (p : ℝ × ℝ) : HasFDerivAt E (potentialForm va vb p) p := by
  refine (hE.1 p).hasFDerivAt.congr_fderiv (ContinuousLinearMap.ext fun h => ?_)
  rw [response_eq (fderiv ℝ E p) h, (hE.2 p).1, (hE.2 p).2]
  simp only [potentialForm, add_apply, smul_apply,
    ContinuousLinearMap.coe_fst', ContinuousLinearMap.coe_snd', smul_eq_mul]
  ring

/-- Differentiable spin potentials that come from an energy density have equal
cross derivatives. -/
theorem IsEnergyDensity.cross_eq {E va vb : ℝ × ℝ → ℝ} (hE : IsEnergyDensity E va vb)
    (hva : Differentiable ℝ va) (hvb : Differentiable ℝ vb) (p : ℝ × ℝ) :
    fderiv ℝ va p (0, 1) = fderiv ℝ vb p (1, 0) := by
  have h2 : HasFDerivAt (potentialForm va vb)
      ((fderiv ℝ va p).smulRight (ContinuousLinearMap.fst ℝ ℝ ℝ) +
        (fderiv ℝ vb p).smulRight (ContinuousLinearMap.snd ℝ ℝ ℝ)) p :=
    by
      have ha := (hva p).hasFDerivAt.smul_const (ContinuousLinearMap.fst ℝ ℝ ℝ)
      have hb := (hvb p).hasFDerivAt.smul_const (ContinuousLinearMap.snd ℝ ℝ ℝ)
      exact ha.add hb
  -- the second derivative of the energy density is symmetric
  have h := second_derivative_symmetric hE.hasFDerivAt h2 (0, 1) (1, 0)
  simpa using h

/-- For continuous potentials, the energy density relative to its value at zero density is the
integral of the potentials along the scaling ray. -/
theorem IsEnergyDensity.sub_eq_rayEnergy {E va vb : ℝ × ℝ → ℝ} (hE : IsEnergyDensity E va vb)
    (hva : Continuous va) (hvb : Continuous vb) (p : ℝ × ℝ) :
    E p - E (0, 0) = rayEnergy va vb p := by
  have hd : ∀ t : ℝ, HasDerivAt (fun s : ℝ => E (s • p))
      (p.1 * va (t • p) + p.2 * vb (t • p)) t := fun t =>
    (hasDerivAt_ray hE.1 p t).congr_deriv (by
      rw [response_eq (fderiv ℝ E (t • p)) p, (hE.2 _).1, (hE.2 _).2])
  have hc : Continuous fun t : ℝ => p.1 * va (t • p) + p.2 * vb (t • p) := by fun_prop
  rw [rayEnergy, intervalIntegral.integral_eq_sub_of_hasDerivAt (fun t _ => hd t)
    (hc.intervalIntegrable _ _), one_smul, zero_smul]
  rfl

/-- If continuously differentiable potentials have equal cross derivatives, the ray integral
has the differential `va da + vb db`. -/
theorem hasFDerivAt_rayEnergy {va vb : ℝ × ℝ → ℝ} (hva : ContDiff ℝ 1 va)
    (hvb : ContDiff ℝ 1 vb) (hx : ∀ p, fderiv ℝ va p (0, 1) = fderiv ℝ vb p (1, 0))
    (p : ℝ × ℝ) : HasFDerivAt (rayEnergy va vb) (potentialForm va vb p) p := by
  have ca := hva.continuous
  have cb := hvb.continuous
  have da : Differentiable ℝ va := hva.differentiable (by simp)
  have db : Differentiable ℝ vb := hvb.differentiable (by simp)
  let F' : ℝ × ℝ → ℝ → (ℝ × ℝ →L[ℝ] ℝ) := fun q t =>
    (va (t • q) + t * fderiv ℝ va (t • q) q) • ContinuousLinearMap.fst ℝ ℝ ℝ +
      (vb (t • q) + t * fderiv ℝ vb (t • q) q) • ContinuousLinearMap.snd ℝ ℝ ℝ
  have hcont : ∀ v : ℝ × ℝ → ℝ, ContDiff ℝ 1 v → Continuous fun z : (ℝ × ℝ) × ℝ =>
      v (z.2 • z.1) + z.2 * fderiv ℝ v (z.2 • z.1) z.1 := fun v hv =>
    (hv.continuous.comp (continuous_snd.smul continuous_fst)).add
      (continuous_snd.mul (((hv.continuous_fderiv (by simp)).comp
        (continuous_snd.smul continuous_fst)).clm_apply continuous_fst))
  have hF' : Continuous fun z : (ℝ × ℝ) × ℝ => F' z.1 z.2 :=
    ((hcont va hva).smul continuous_const).add ((hcont vb hvb).smul continuous_const)
  have hF'p : Continuous (F' p) :=
    hF'.comp (by fun_prop : Continuous fun t : ℝ => (p, t))
  have hF : ∀ q : ℝ × ℝ, Continuous fun t : ℝ => q.1 * va (t • q) + q.2 * vb (t • q) := by
    intro q
    fun_prop
  -- equal cross derivatives bring the differential of the integrand into the form `F'`
  have hdiff : ∀ (t : ℝ) (q : ℝ × ℝ), HasFDerivAt
      (fun q : ℝ × ℝ => q.1 * va (t • q) + q.2 * vb (t • q)) (F' q t) q := by
    intro t q
    have hs : HasFDerivAt (fun q : ℝ × ℝ => t • q) (t • ContinuousLinearMap.id ℝ (ℝ × ℝ)) q :=
      (hasFDerivAt_id q).const_smul t
    have hv : ∀ v : ℝ × ℝ → ℝ, Differentiable ℝ v →
        HasFDerivAt (fun q : ℝ × ℝ => v (t • q)) (t • fderiv ℝ v (t • q)) q := fun v dv =>
      ((dv (t • q)).hasFDerivAt.comp q hs).congr_fderiv
        (ContinuousLinearMap.ext fun h => by simp)
    have h1 : HasFDerivAt (fun q : ℝ × ℝ => q.1) (ContinuousLinearMap.fst ℝ ℝ ℝ) q :=
      hasFDerivAt_fst
    have h2 : HasFDerivAt (fun q : ℝ × ℝ => q.2) (ContinuousLinearMap.snd ℝ ℝ ℝ) q :=
      hasFDerivAt_snd
    refine ((h1.mul (hv va da)).add (h2.mul (hv vb db))).congr_fderiv
      (ContinuousLinearMap.ext fun h => ?_)
    simp only [F', add_apply, smul_apply,
      ContinuousLinearMap.coe_fst', ContinuousLinearMap.coe_snd', smul_eq_mul]
    linear_combination t * q.1 * response_eq (fderiv ℝ va (t • q)) h
      + t * q.2 * response_eq (fderiv ℝ vb (t • q)) h
      - t * h.1 * response_eq (fderiv ℝ va (t • q)) q
      - t * h.2 * response_eq (fderiv ℝ vb (t • q)) q
      + t * (q.1 * h.2 - q.2 * h.1) * hx (t • q)
  -- `F'` is a total derivative in the scaling parameter
  have hint : ∫ t in (0 : ℝ)..1, F' p t = potentialForm va vb p := by
    have H : ∀ t : ℝ, HasDerivAt (fun s : ℝ =>
        (s * va (s • p)) • ContinuousLinearMap.fst ℝ ℝ ℝ +
          (s * vb (s • p)) • ContinuousLinearMap.snd ℝ ℝ ℝ) (F' p t) t := fun t =>
      ((((hasDerivAt_id' t).fun_mul (hasDerivAt_ray da p t)).smul_const _).fun_add
        (((hasDerivAt_id' t).fun_mul (hasDerivAt_ray db p t)).smul_const _)).congr_deriv
        (by simp only [F', one_mul])
    rw [intervalIntegral.integral_eq_sub_of_hasDerivAt (fun t _ => H t)
      (hF'p.intervalIntegrable _ _)]
    simp [potentialForm]
  obtain ⟨C, hC⟩ := ((isCompact_closedBall p 1).prod
    (isCompact_Icc (a := (0 : ℝ)) (b := 1))).exists_bound_of_continuousOn hF'.continuousOn
  rw [← hint]
  -- differentiation under the integral sign
  exact intervalIntegral.hasFDerivAt_integral_of_dominated_of_fderiv_le
    (F := fun q t => q.1 * va (t • q) + q.2 * vb (t • q)) (F' := F') (bound := fun _ => C)
    (Metric.ball_mem_nhds p one_pos)
    (Filter.Eventually.of_forall fun q => (hF q).aestronglyMeasurable)
    ((hF p).intervalIntegrable _ _) hF'p.aestronglyMeasurable
    (Filter.Eventually.of_forall fun t ht q hq => by
      rw [uIoc_of_le zero_le_one] at ht
      exact hC (q, t) ⟨Metric.ball_subset_closedBall hq, ht.1.le, ht.2⟩)
    (continuous_const.intervalIntegrable _ _)
    (Filter.Eventually.of_forall fun t _ q _ => hdiff t q)

/-- Continuously differentiable spin potentials come from an energy density if and only if their
cross derivatives agree everywhere, and every such energy density is given, up to its value at
zero density, by the integral of the potentials along the scaling ray. -/
theorem spin_potentials_integrable_iff {va vb : ℝ × ℝ → ℝ} (hva : ContDiff ℝ 1 va)
    (hvb : ContDiff ℝ 1 vb) :
    ((∃ E, IsEnergyDensity E va vb) ↔
      ∀ p, fderiv ℝ va p (0, 1) = fderiv ℝ vb p (1, 0)) ∧
    ∀ E, IsEnergyDensity E va vb → ∀ a b : ℝ, E (a, b) - E (0, 0) =
      ∫ t in (0 : ℝ)..1, (a * va (t * a, t * b) + b * vb (t * a, t * b)) := by
  refine ⟨⟨?_, fun hx => ⟨rayEnergy va vb, ?_, fun p => ?_⟩⟩, fun E hE a b => ?_⟩
  · rintro ⟨E, hE⟩
    exact hE.cross_eq (hva.differentiable (by simp)) (hvb.differentiable (by simp))
  · exact fun p => (hasFDerivAt_rayEnergy hva hvb hx p).differentiableAt
  · rw [(hasFDerivAt_rayEnergy hva hvb hx p).fderiv]
    simp [potentialForm]
  · exact hE.sub_eq_rayEnergy hva.continuous hvb.continuous (a, b)

/-- Potentials linear in the two spin densities come from an energy density if and only if the
two coefficients that couple opposite spins are equal. -/
theorem linear_potentials_integrable_iff (kaa kab kba kbb : ℝ) :
    (∃ E, IsEnergyDensity E (fun p => kaa * p.1 + kab * p.2)
      (fun p => kba * p.1 + kbb * p.2)) ↔ kab = kba := by
  have hf : ∀ (x y : ℝ) (p : ℝ × ℝ), fderiv ℝ (fun p : ℝ × ℝ => x * p.1 + y * p.2) p =
      x • ContinuousLinearMap.fst ℝ ℝ ℝ + y • ContinuousLinearMap.snd ℝ ℝ ℝ := fun x y p =>
    HasFDerivAt.fderiv ((hasFDerivAt_fst.const_mul x).add (hasFDerivAt_snd.const_mul y))
  rw [(spin_potentials_integrable_iff (by fun_prop) (by fun_prop)).1]
  simp only [hf]
  simp

end

end SpinPotentialIntegrability
```

```lean
#print axioms SpinPotentialIntegrability.spin_potentials_integrable_iff
#print axioms SpinPotentialIntegrability.linear_potentials_integrable_iff
```

```
'SpinPotentialIntegrability.spin_potentials_integrable_iff' depends on axioms: [propext, Classical.choice, Quot.sound]
'SpinPotentialIntegrability.linear_potentials_integrable_iff' depends on axioms: [propext, Classical.choice, Quot.sound]
```

## From the differential to the ray integral

`response_eq` splits a linear response into its two spin components, and `hasDerivAt_ray` is the chain rule along \(t\mapsto(ta,tb)\). `IsEnergyDensity.hasFDerivAt` combines the two partial derivatives into the differential \(v_a\,da+v_b\,db\), called `potentialForm`.

In `IsEnergyDensity.cross_eq`, differentiating this form once more gives the second derivative of `E`. The Mathlib theorem `second_derivative_symmetric`, applied to the directions `(0, 1)` and `(1, 0)`, then yields the cross condition. This direction needs only differentiable potentials. `IsEnergyDensity.sub_eq_rayEnergy` is the scaling argument with the fundamental theorem of calculus, and there continuous potentials suffice.

The longest proof, `hasFDerivAt_rayEnergy`, shows that the cross condition is enough. It treats both partial derivatives at once. The auxiliary function `F'` is the \(t\)-derivative of \(t(v_a\,da+v_b\,db)\) taken at \((ta,tb)\). In `hdiff`, the actual differential of the integrand is compared with `F'`. For a density change \((h_a,h_b)\) the two differ by

\[
t\,(a h_b-b h_a)\Bigl(\frac{\partial v_a}{\partial b}-\frac{\partial v_b}{\partial a}\Bigr),
\]

and the last term of `linear_combination` removes this with the hypothesis `hx`. The step `hint` integrates `F'` from \(0\) to \(1\) and obtains `potentialForm` at `p`. The constant `C` bounds `F'` on a closed unit ball around `p` times the interval \([0,1]\), which is compact; this bound permits differentiation under the integral.

The main theorem assembles these results, with `rayEnergy va vb` as the energy density whose existence is claimed. For linear potentials, the proof computes the derivatives and reads off the two coefficients.

## The integral at a grid point

When a functional is known, its energy density is evaluated directly and the ray integral isn't needed. Suppose instead that only the potentials are given, and that they satisfy the hypotheses and the cross condition. On a real-space grid, each grid point supplies numbers \(a\) and \(b\). One can evaluate the potentials at the scaled pairs \((t_ia,t_ib)\) for a few quadrature nodes \(t_i\) with weights \(w_i\), and the sum of \(w_i\,[a\,v_a(t_ia,t_ib)+b\,v_b(t_ia,t_ib)]\) approximates the energy density relative to zero density. Summing over grid points with their volume weights then approximates the energy contribution.

Take \(v_a=2a+b\) and \(v_b=a+3b\) in arbitrary units, with \(a=0.3\) and \(b=0.1\). The cross derivatives are both \(1\). The integrand is linear in \(t\), so the single node \(t=1/2\) with weight \(1\) is exact. There \(v_a=0.35\) and \(v_b=0.30\), and the energy density relative to zero density is

\[
0.3\cdot0.35+0.1\cdot0.30=0.135 .
\]

The closed form \(a^2+ab+\tfrac32b^2\) gives the same value, and its partial derivatives are the two potentials.
